# Equally spaced supercell grids reduce to primitive-cell grids for cell-periodic functions

Put two primitive cells of length 1 side by side and sample a function f of period 1 at two equally spaced points, x = 0 and x = 1. Both are copies of the same point, so the average is f(0), and the second point adds nothing. With three points, x = 0, 2/3 and 4/3, the last one folds back to 1/3. The average is then that of a three-point grid in one primitive cell, visited in the order 0, 2/3, 1/3.

Repetition and reordering are the two effects at work for any number of cells and points. They matter when grid averages from a supercell and a primitive cell are compared in plane-wave electronic structure calculations, here in a one-dimensional model with a function that has the full periodicity of the primitive cell.

## The two averages and the test functions

```lean
import Mathlib

open Finset

namespace SupercellGrid

noncomputable section
```

The N-point average over the primitive cell is

P(f, N) = (1/N) Σ_(j<N) f(j/N),

where j runs over 0, 1, …, N − 1, as it does in `range N`.

```lean
/-- Average of `f` over `N` equally spaced points `j / N` of the primitive cell of length 1,
for `N > 0`. -/
def primitiveAverage (f : ℝ → ℂ) (N : ℕ) : ℂ :=
  (∑ j ∈ range N, f ((j : ℝ) / N)) / N
```

A supercell of p primitive cells has length p. Its average over M equally spaced points is

S(f, p, M) = (1/M) Σ_(j<M) f(pj/M).

```lean
/-- Average of `f` over `M` equally spaced points `p j / M` of a supercell made of `p`
primitive cells, for `M > 0`. -/
def supercellAverage (f : ℝ → ℂ) (p M : ℕ) : ℂ :=
  (∑ j ∈ range M, f ((p : ℝ) * j / M)) / M
```

The plane wave with integer wave number k is

eₖ(x) = exp(2πikx).

```lean
/-- The plane wave `exp (2 π i k x)` with integer wave number `k`. -/
def planeWave (k : ℤ) (x : ℝ) : ℂ :=
  Complex.exp (2 * Real.pi * Complex.I * k * x)
```

The function f has type `ℝ → ℂ`, and `Function.Periodic f 1` says that f(x + 1) = f(x) for all real x. Continuity is not assumed, because only finite sums occur. For a general f, the theorems do not say how close an average is to the integral over the cell. Both grids start at the origin; shifted grids and three-dimensional cells would need separate statements.

## (a) Folding a grid point into the primitive cell

**Task.** Let f have period 1, let m > 0 and let n be a natural number. Show that

f(n/m) = f((n mod m)/m).

**Solution.** Let s be the integer part of n/m and r = n mod m, so that n = r + ms. Dividing by m gives n/m = r/m + s. Since s is a whole number of periods, f(n/m) = f(r/m).

In the code, `e` is the division with remainder, `h` is the same equation divided by m, and `hf.nat_mul` removes the s periods. The natural-number quotient `n / m` is s, whereas `(n : ℝ) / m` is the position of the point.

```lean
/-- A function of period 1 takes the same value at the grid point `n / m` and at its image
`(n mod m) / m` in the primitive cell, for `m > 0`. -/
theorem fold_to_cell {f : ℝ → ℂ} (hf : Function.Periodic f 1) {m : ℕ} (hm : 0 < m) (n : ℕ) :
    f ((n : ℝ) / m) = f (((n % m : ℕ) : ℝ) / m) := by
  have hm' : (m : ℝ) ≠ 0 := by positivity
  have e : ((n % m : ℕ) : ℝ) + (m : ℝ) * ((n / m : ℕ) : ℝ) = n := by
    exact_mod_cast Nat.mod_add_div n m
  have h : (n : ℝ) / m = ((n % m : ℕ) : ℝ) / m + ((n / m : ℕ) : ℝ) * 1 := by
    rw [div_eq_iff hm', add_mul, div_mul_cancel₀ _ hm']
    linear_combination -e
  rw [h]
  exact hf.nat_mul (n / m) _
```

## (b) A stride that only reorders the grid

**Task.** Let f have period 1, let m > 0 and let q be coprime to m. Show that

Σ_(j<m) f(qj/m) = Σ_(j<m) f(j/m).

**Solution.** By (a), the point qj/m may be replaced by (qj mod m)/m. Suppose that two indices a, b < m give the same remainder. Then m divides q(a − b), and since m and q are coprime, m divides a − b. Both indices lie below m, so a = b. The m remainders are therefore distinct numbers below m, which means that each of 0, …, m − 1 occurs once. The left-hand sum is the right-hand sum in another order.

The injectivity argument is `hinj`. In `himg`, the set of remainders lies inside `range m` and has as many elements, so the two sets are equal. The `calc` block then folds the points, changes the summation index to the remainder and replaces the set of remainders by `range m`.

```lean
/-- For `q` coprime to `m > 0`, sampling a function of period 1 at the points `q j / m` gives
the same sum as sampling it at the points `j / m`. -/
theorem sum_coprime_stride {f : ℝ → ℂ} (hf : Function.Periodic f 1) {m q : ℕ} (hm : 0 < m)
    (hq : Nat.Coprime m q) :
    ∑ j ∈ range m, f (((q * j : ℕ) : ℝ) / m) = ∑ j ∈ range m, f ((j : ℝ) / m) := by
  -- as `q` is coprime to `m`, different `j < m` give different remainders `q j mod m`
  have hinj : Set.InjOn (fun j => q * j % m) (range m : Set ℕ) := by
    intro a ha b hb hab
    have hab' : q * a ≡ q * b [MOD m] := hab
    exact Nat.ModEq.eq_of_lt_of_lt (Nat.ModEq.cancel_left_of_coprime hq hab')
      (Finset.mem_range.mp (Finset.mem_coe.mp ha)) (Finset.mem_range.mp (Finset.mem_coe.mp hb))
  have himg : (range m).image (fun j => q * j % m) = range m := by
    apply Finset.eq_of_subset_of_card_le
    · intro x hx
      obtain ⟨j, _, rfl⟩ := Finset.mem_image.mp hx
      exact Finset.mem_range.mpr (Nat.mod_lt _ hm)
    · rw [Finset.card_image_of_injOn hinj]
  calc ∑ j ∈ range m, f (((q * j : ℕ) : ℝ) / m)
      = ∑ j ∈ range m, f (((q * j % m : ℕ) : ℝ) / m) :=
        Finset.sum_congr rfl (fun j _ => fold_to_cell hf hm (q * j))
    _ = ∑ i ∈ (range m).image (fun j => q * j % m), f ((i : ℝ) / m) :=
        (Finset.sum_image (f := fun i : ℕ => f ((i : ℝ) / m)) hinj).symm
    _ = ∑ j ∈ range m, f ((j : ℝ) / m) := by rw [himg]
```

## (c) Summing a repeated pattern

**Task.** Let h be a sequence of complex numbers with h(m + j) = h(j) for all j. Show that

Σ_(j<gm) h(j) = g Σ_(j<m) h(j).

**Solution.** Use induction on g. For g = 0 both sides vanish. For g + 1 repeats, split off the first m terms. The remaining gm terms are h(m + j) = h(j) with j < gm, and by the induction hypothesis they add up to g times the sum over one pattern. Together with the first m terms this makes g + 1 times that sum.

`Finset.sum_range_add` performs the split, `hh` shifts the remaining terms back and `ih` is the induction hypothesis.

```lean
/-- A sum over `g` repeats of a pattern of length `m` is `g` times the sum over one repeat. -/
theorem sum_repeats (h : ℕ → ℂ) (m g : ℕ) (hh : ∀ j, h (m + j) = h j) :
    ∑ j ∈ range (g * m), h j = g * ∑ j ∈ range m, h j := by
  induction g with
  | zero => simp
  | succ g ih =>
    rw [show (g + 1) * m = m + g * m by ring, Finset.sum_range_add,
      Finset.sum_congr rfl (fun j _ => hh j), ih]
    push_cast
    ring
```

## (d) Reducing the supercell grid

**Task.** Let f have period 1 and let M > 0. Show that

S(f, p, M) = P(f, M/gcd(M, p)).

**Solution.** Put g = gcd(M, p), M = gm and p = gq. Then m and q are coprime, and the sampling points are

pj/M = gqj/(gm) = qj/m.

Increasing j by m moves the point by q whole cells, so the values f(qj/m) repeat after m terms. By (c) and then (b),

Σ_(j<M) f(pj/M) = g Σ_(j<m) f(qj/m) = g Σ_(j<m) f(j/m).

Division by M = gm gives the m-point primitive average.

The theorem also admits p = 0. All points then sit at the origin, gcd(M, 0) = M, and both sides equal f(0). Physical supercells have p ≥ 1.

Period p alone would not be enough. For p = M = 2 and f(x) = exp(πix), the supercell average is (1 − 1)/2 = 0, while the one-point primitive average is 1. A defect that repeats only from supercell to supercell is in this position.

The substitution M = gm, p = gq deserves a closer look in Lean, since g is itself defined through M and p. Replacing M by an expression that still contains M would be circular, and `subst` refuses it. The proof therefore first records what it will use: g and m are positive, m and q are coprime, and the two products give back M and p. Then `generalize` turns the quotients and the gcd into plain variables `m`, `q` and `g`, which no longer remember their definitions. After that, `subst hMg hpg` can eliminate M and p. The quotients are generalised before the gcd because they contain it; in the reverse order the pattern `M / M.gcd p` would no longer be there to match.

The remaining steps follow the derivation: `hterm` cancels g in the sampling points, `hrep` gives the repetition, and the final rewriting applies (c) and (b).

```lean
/-- For a function of period 1, the average over `M > 0` points of a supercell of `p` cells
equals the primitive-cell average over `M / gcd(M, p)` points. -/
theorem supercell_eq_primitive {f : ℝ → ℂ} (hf : Function.Periodic f 1) (p : ℕ) {M : ℕ}
    (hM : 0 < M) :
    supercellAverage f p M = primitiveAverage f (M / M.gcd p) := by
  have hg : 0 < M.gcd p := Nat.gcd_pos_of_pos_left p hM
  have hm : 0 < M / M.gcd p := Nat.div_pos (Nat.le_of_dvd hM (Nat.gcd_dvd_left M p)) hg
  have hc : Nat.Coprime (M / M.gcd p) (p / M.gcd p) := Nat.coprime_div_gcd_div_gcd hg
  have hMg : M.gcd p * (M / M.gcd p) = M := Nat.mul_div_cancel' (Nat.gcd_dvd_left M p)
  have hpg : M.gcd p * (p / M.gcd p) = p := Nat.mul_div_cancel' (Nat.gcd_dvd_right M p)
  -- write `M = g m` and `p = g q` with `m`, `q` coprime
  generalize M / M.gcd p = m at *
  generalize p / M.gcd p = q at *
  generalize M.gcd p = g at *
  subst hMg hpg
  have hg' : (g : ℝ) ≠ 0 := by positivity
  have hm' : (m : ℝ) ≠ 0 := by positivity
  have hgC : (g : ℂ) ≠ 0 := by exact_mod_cast hg.ne'
  have hterm : ∀ j : ℕ, f (((g * q : ℕ) : ℝ) * j / ((g * m : ℕ) : ℝ))
      = f (((q * j : ℕ) : ℝ) / m) := by
    intro j
    congr 1
    push_cast
    rw [mul_assoc, mul_div_mul_left _ _ hg']
  -- the sampled values repeat after `m` terms
  have hrep : ∀ j : ℕ, f (((q * (m + j) : ℕ) : ℝ) / m) = f (((q * j : ℕ) : ℝ) / m) := by
    intro j
    rw [fold_to_cell hf hm (q * (m + j)), fold_to_cell hf hm (q * j),
      show q * (m + j) = q * j + m * q by ring, Nat.add_mul_mod_self_left]
  unfold supercellAverage primitiveAverage
  rw [Finset.sum_congr rfl (fun j _ => hterm j),
    sum_repeats (fun j => f (((q * j : ℕ) : ℝ) / m)) m g hrep,
    sum_coprime_stride hf hm hc, Nat.cast_mul, mul_div_mul_left _ _ hgC]
```

## (e) The period of a plane wave

**Task.** Show that for every integer k and real x

eₖ(x + 1) = eₖ(x).

**Solution.** The shift multiplies eₖ(x) by exp(2πik), which is 1 because k is an integer.

Lean compares the two exponents: the exponentials are equal if the exponents differ by an integer multiple of 2πi, and the integer supplied is `k`.

```lean
/-- A plane wave with integer wave number has period 1. -/
theorem planeWave_periodic (k : ℤ) : Function.Periodic (planeWave k) 1 := by
  intro x
  simp only [planeWave]
  rw [Complex.exp_eq_exp_iff_exists_int]
  exact ⟨k, by push_cast; ring⟩
```

## (f) Aliasing on the primitive grid

**Task.** Let N > 0. Show that

P(eₖ, N) = 1 if N divides k, and P(eₖ, N) = 0 otherwise.

**Solution.** Set ζ = exp(2πik/N). Then eₖ(j/N) = ζʲ and ζᴺ = exp(2πik) = 1. Moreover, ζ = 1 holds if and only if k/N is an integer, that is, if N divides k. In that case all N terms are 1 and so is their average. Otherwise the geometric sum is

Σ_(j<N) ζʲ = (ζᴺ − 1)/(ζ − 1) = 0.

The three properties of ζ are `hterm`, `hpow` and `hone`. The command `split_ifs` separates the two cases, and `geom_sum_eq` sums the series in the second one.

```lean
/-- Aliasing: a primitive grid of `N > 0` points averages the plane wave `k` to 1 if `N`
divides `k`, and to 0 otherwise. -/
theorem planeWave_average (k : ℤ) {N : ℕ} (hN : 0 < N) :
    primitiveAverage (planeWave k) N = if (N : ℤ) ∣ k then 1 else 0 := by
  have hN' : (N : ℂ) ≠ 0 := by exact_mod_cast hN.ne'
  obtain ⟨ζ, hζ⟩ : ∃ ζ : ℂ, ζ = Complex.exp (2 * Real.pi * Complex.I * k / N) := ⟨_, rfl⟩
  have hterm : ∀ j : ℕ, planeWave k ((j : ℝ) / N) = ζ ^ j := by
    intro j
    rw [hζ, ← Complex.exp_nat_mul]
    simp only [planeWave]
    congr 1
    push_cast
    ring
  have hpow : ζ ^ N = 1 := by
    rw [hζ, ← Complex.exp_nat_mul, Complex.exp_eq_one_iff]
    exact ⟨k, by field_simp⟩
  have hone : ζ = 1 ↔ (N : ℤ) ∣ k := by
    rw [hζ, Complex.exp_eq_one_iff]
    constructor
    · rintro ⟨n, hn⟩
      rw [div_eq_iff hN'] at hn
      have hk : (k : ℂ) = N * n := by
        apply mul_left_cancel₀ Complex.two_pi_I_ne_zero
        linear_combination hn
      exact ⟨n, by exact_mod_cast hk⟩
    · rintro ⟨n, hn⟩
      refine ⟨n, ?_⟩
      rw [hn, div_eq_iff hN']
      push_cast
      ring
  unfold primitiveAverage
  rw [Finset.sum_congr rfl (fun j _ => hterm j)]
  split_ifs with h
  · rw [hone.mpr h]
    simp [hN']
  · -- the geometric sum of a nontrivial root of unity vanishes
    rw [geom_sum_eq (fun e => h (hone.mp e)), hpow]
    simp
```

## (g) Which primitive grid matches the supercell grid

**Task.** Let M > 0 and N > 0. Show that

S(f, p, M) = P(f, N) for every f of period 1 ⇔ M/gcd(M, p) = N.

**Solution.** Write m = M/gcd(M, p). If m = N, the agreement is (d). Conversely, suppose that the averages agree for every f of period 1. By (e) the plane waves are among these functions, so (d) gives

P(eₖ, m) = P(eₖ, N) for all integers k.

Take k = m. By (f) the left side is 1, hence so is the right side, and N divides m. Taking k = N shows in the same way that m divides N. Two positive integers that divide each other are equal.

The quantifier over f belongs to the left side of the equivalence. A single function can agree on grids of different sizes, as every constant does.

In the code, `key` is the divisibility argument for two grid sizes `A` and `B`, tested with the plane wave of wave number `A`. It is used once in each direction, and `Nat.dvd_antisymm` concludes.

```lean
/-- The average over `M > 0` points of a supercell of `p` cells and the average over `N > 0`
points of the primitive cell agree for every function of period 1 if and only if
`M / gcd(M, p) = N`. -/
theorem supercell_consistent_iff (p : ℕ) {M N : ℕ} (hM : 0 < M) (hN : 0 < N) :
    (∀ f : ℝ → ℂ, Function.Periodic f 1 → supercellAverage f p M = primitiveAverage f N)
      ↔ M / M.gcd p = N := by
  constructor
  · intro h
    have hm : 0 < M / M.gcd p :=
      Nat.div_pos (Nat.le_of_dvd hM (Nat.gcd_dvd_left M p)) (Nat.gcd_pos_of_pos_left p hM)
    -- if the grids of `A` and `B` points agree on all plane waves, then `B` divides `A`
    have key : ∀ A B : ℕ, 0 < A → 0 < B →
        (∀ k, primitiveAverage (planeWave k) A = primitiveAverage (planeWave k) B) → B ∣ A := by
      intro A B hA hB hAB
      have e := hAB (A : ℤ)
      rw [planeWave_average _ hA, planeWave_average _ hB, if_pos (dvd_refl _)] at e
      by_contra hd
      rw [if_neg (fun c => hd (Int.natCast_dvd_natCast.mp c))] at e
      exact one_ne_zero e
    have hk : ∀ k, primitiveAverage (planeWave k) (M / M.gcd p)
        = primitiveAverage (planeWave k) N := fun k => by
      rw [← supercell_eq_primitive (planeWave_periodic k) p hM]
      exact h _ (planeWave_periodic k)
    exact Nat.dvd_antisymm (key _ _ hN hm (fun k => (hk k).symm)) (key _ _ hm hN hk)
  · rintro rfl f hf
    exact supercell_eq_primitive hf p hM
```

## (h) The same number of points in every cell

**Task.** Let f have period 1, p > 0 and N > 0. Show that

S(f, p, pN) = P(f, N).

**Solution.** Here gcd(pN, p) = p, and pN/p = N. The claim is then (d) with M = pN. This is the familiar case in which the grid is scaled up together with the cell. The Lean proof evaluates the gcd and the quotient in the same way.

```lean
/-- For a function of period 1, `p N` points in a supercell of `p > 0` cells give the same
average as `N > 0` points in the primitive cell. -/
theorem supercell_commensurate {f : ℝ → ℂ} (hf : Function.Periodic f 1) {p N : ℕ}
    (hp : 0 < p) (hN : 0 < N) :
    supercellAverage f p (p * N) = primitiveAverage f N := by
  rw [supercell_eq_primitive hf p (Nat.mul_pos hp hN),
    Nat.gcd_eq_right (Dvd.intro N rfl), Nat.mul_div_cancel_left N hp]
```

## (i) No common factor between points and cells

**Task.** Let f have period 1, let M > 0 and let M be coprime to p. Show that

S(f, p, M) = P(f, M).

**Solution.** The gcd is 1, so (d) leaves all M points distinct after folding.

After (h) one may be led to believe that, for functions of period 1, the quality of a supercell grid is set by M/p, the number of points per cell. For p = 2 this would make M = 4 better than M = 3. In fact the four points 0, 1/2, 1, 3/2 fold onto only two, while the three points fold onto three. The plane wave e₂ shows the difference: its average is 1 on the four-point grid and 0 on the three-point grid, and its integral over the cell is 0. For e₃ it is the other way round, so neither grid is better for every function. The smallest positive wave number that is averaged wrongly, however, is 2 for the four points and 3 for the three. For functions that have only the period of the supercell nothing folds, and all four points count.

The code sets the gcd in (d) to 1 and removes the division by 1.

```lean
/-- For a function of period 1, `M > 0` points in a supercell of `p` cells, with `M` coprime
to `p`, give the same average as `M` points in the primitive cell. -/
theorem supercell_coprime {f : ℝ → ℂ} (hf : Function.Periodic f 1) {p M : ℕ}
    (hM : 0 < M) (hc : Nat.Coprime M p) :
    supercellAverage f p M = primitiveAverage f M := by
  rw [supercell_eq_primitive hf p hM, Nat.Coprime.gcd_eq_one hc, Nat.div_one]

end

end SupercellGrid
```

```lean
#print axioms SupercellGrid.supercell_eq_primitive
#print axioms SupercellGrid.supercell_consistent_iff
#print axioms SupercellGrid.supercell_commensurate
#print axioms SupercellGrid.supercell_coprime
```

```
'SupercellGrid.supercell_eq_primitive' depends on axioms: [propext, Classical.choice, Quot.sound]
'SupercellGrid.supercell_consistent_iff' depends on axioms: [propext, Classical.choice, Quot.sound]
'SupercellGrid.supercell_commensurate' depends on axioms: [propext, Classical.choice, Quot.sound]
'SupercellGrid.supercell_coprime' depends on axioms: [propext, Classical.choice, Quot.sound]
```
